# The lowest singlet energy of the asymmetric Hubbard dimer as a cosine

For two electrons on two sites with site energies $\pm d/2$, on-site repulsion $U$ and hopping $t\neq0$, all real, the lowest singlet energy is

$$E_0=\frac{2U}{3}+\frac{2R}{3}\cos\!\Big(q+\frac{2\pi}{3}\Big),\qquad R=\sqrt{U^2+3d^2+12t^2},\qquad q=\frac13\arccos\frac{W}{R^3},$$

with $W=U(9d^2-18t^2-U^2)$. For lattice density functional theory, this gives an exact energy as a function of the potential difference $d$, for this two-site, two-electron model only.

## Real $U$, $d$ and $t$

Real parameters describe a Hermitian dimer with site energies $\pm d/2$; the letter $d$ is often written $\Delta v$. The signs are free, so attraction is included.

```lean
import Mathlib

open Matrix
open scoped Real

namespace HubbardDimerTrigonometric

noncomputable section
```

The first two basis states have a doubly occupied site, the third one electron on each.

```lean
/-- Singlet Hamiltonian of the two-site, two-electron Hubbard model with repulsion `U`, site
asymmetry `d` and hopping `t`. The first two basis states are doubly occupied sites, the third
has one electron on each site. -/
def singletH (U d t : ℝ) : Matrix (Fin 3) (Fin 3) ℝ :=
  !![U + d, 0, -(√2 * t); 0, U - d, -(√2 * t); -(√2 * t), -(√2 * t), 0]
```

This matrix is the starting point; its reduction from the second-quantised Hamiltonian is assumed. The triplets, at energy 0, belong to another block.

`energies` is the set of eigenvalues, without multiplicity. The names `radius` and `angle` stand for $R$ (an energy) and $q$.

```lean
/-- The singlet energies: all real `E` with `H v = E v` for some nonzero state `v`. -/
def energies (U d t : ℝ) : Set ℝ :=
  {E | ∃ v : Fin 3 → ℝ, v ≠ 0 ∧ singletH U d t *ᵥ v = E • v}

/-- The energy scale `R = √(U² + 3d² + 12t²)`. -/
def radius (U d t : ℝ) : ℝ := √(U ^ 2 + 3 * d ^ 2 + 12 * t ^ 2)

/-- The angle `q = arccos(U(9d² - 18t² - U²)/R³)/3`, meant for `U`, `d`, `t` not all zero. -/
def angle (U d t : ℝ) : ℝ :=
  Real.arccos (U * (9 * d ^ 2 - 18 * t ^ 2 - U ^ 2) / radius U d t ^ 3) / 3

/-- The energy `2U/3 + (2R/3) cos θ` belonging to an angle `θ`. -/
def level (U d t θ : ℝ) : ℝ := 2 * U / 3 + 2 * radius U d t / 3 * Real.cos θ
```

Since the parameters are real, $R^2$ is a sum of squares, and squaring the root returns it:

```lean
/-- The square of the energy scale is `U² + 3d² + 12t²`. -/
theorem radius_sq (U d t : ℝ) :
    radius U d t ^ 2 = U ^ 2 + 3 * d ^ 2 + 12 * t ^ 2 :=
  Real.sq_sqrt (by positivity)
```

Expanding the determinant gives

$$\det(H-E)=-\big[E((E-U)^2-d^2)-4t^2(E-U)\big].$$

A nonzero $v$ with $(H-E)v=0$ exists exactly when this vanishes. The Lean proof takes the same route, using $(\sqrt2)^2=2$ in the expansion.

```lean
/-- Secular equation: `E` is a singlet energy exactly when `E((E - U)² - d²) - 4t²(E - U) = 0`. -/
theorem mem_energies_iff (U d t E : ℝ) :
    E ∈ energies U d t ↔ E * ((E - U) ^ 2 - d ^ 2) - 4 * t ^ 2 * (E - U) = 0 := by
  have h2 : √2 ^ 2 = (2 : ℝ) := Real.sq_sqrt (by norm_num)
  have hM : singletH U d t - E • (1 : Matrix (Fin 3) (Fin 3) ℝ) =
      !![U + d - E, 0, -(√2 * t); 0, U - d - E, -(√2 * t); -(√2 * t), -(√2 * t), -E] := by
    ext i j
    fin_cases i <;> fin_cases j <;> simp [singletH]
  have hdet : (singletH U d t - E • (1 : Matrix (Fin 3) (Fin 3) ℝ)).det =
      -(E * ((E - U) ^ 2 - d ^ 2) - 4 * t ^ 2 * (E - U)) := by
    rw [hM, Matrix.det_fin_three]
    change (U + d - E) * (U - d - E) * (-E) - (U + d - E) * (-(√2 * t)) * (-(√2 * t))
      - 0 * 0 * (-E) + 0 * (-(√2 * t)) * (-(√2 * t)) + (-(√2 * t)) * 0 * (-(√2 * t))
      - (-(√2 * t)) * (U - d - E) * (-(√2 * t)) = _
    linear_combination (-2 * t ^ 2 * (U - E)) * h2
  -- an eigenvector is a nonzero kernel vector of `H - E`
  have key : E ∈ energies U d t ↔ ∃ v : Fin 3 → ℝ, v ≠ 0 ∧
      (singletH U d t - E • (1 : Matrix (Fin 3) (Fin 3) ℝ)) *ᵥ v = 0 := by
    simp only [energies, Set.mem_ofPred_eq, Matrix.sub_mulVec, Matrix.smul_mulVec,
      Matrix.one_mulVec, sub_eq_zero]
  rw [key, Matrix.exists_mulVec_eq_zero_iff, hdet, neg_eq_zero]
```

With $t=0$ and imaginary $d\neq0$, two levels would be $U\pm d$, which are not real, and "lowest" would lose its meaning.

## The angle condition $R^3\cos3q=W$

This condition fits the angle to the physical parameters. Put $E=2U/3+x$. The secular equation becomes

$$x^3-\frac{R^2}{3}x-\frac{2}{27}W=0.$$

Let $c_k=\cos(q+2\pi k/3)$ for $k=0,1,2$. Then $c_1+c_2=-c_0$ and $c_1c_2=c_0^2-\tfrac34$, so the sum of the $c_k$ is $0$, the sum of their pair products is $-\tfrac34$, and their product is $c_0^3-\tfrac34c_0=\tfrac14\cos3q$. Hence

$$\prod_k\Big(x-\frac{2R}{3}c_k\Big)=x^3-\frac{R^2}{3}x-\frac{2}{27}R^3\cos3q.$$

The condition makes the two cubics equal, so the three angles give the whole spectrum. In Lean, `hS` and `hP` are the sum and product of the shifted cosines, and `hfac` combines them with `hR` and `hq`.

```lean
/-- Complete singlet spectrum: if `R³ cos 3q = U(9d² - 18t² - U²)`, the energies are
`2U/3 + (2R/3) cos θ` with `θ = q`, `q + 2π/3` and `q + 4π/3`. -/
theorem energies_eq (U d t q : ℝ)
    (hq : radius U d t ^ 3 * Real.cos (3 * q) = U * (9 * d ^ 2 - 18 * t ^ 2 - U ^ 2)) :
    energies U d t =
      {level U d t q, level U d t (q + 2 * π / 3), level U d t (q + 4 * π / 3)} := by
  have h1 : Real.cos (q + 2 * π / 3) = -(1 / 2 * Real.cos q + √3 / 2 * Real.sin q) := by
    rw [show q + 2 * π / 3 = π - (π / 3 - q) by ring, Real.cos_pi_sub, Real.cos_sub,
      Real.cos_pi_div_three, Real.sin_pi_div_three]
  have h2 : Real.cos (q + 4 * π / 3) = -(Real.cos q * (1 / 2) - Real.sin q * (√3 / 2)) := by
    rw [show q + 4 * π / 3 = (q + π / 3) + π by ring, Real.cos_add_pi, Real.cos_add,
      Real.cos_pi_div_three, Real.sin_pi_div_three]
  have h3 : √3 ^ 2 = (3 : ℝ) := Real.sq_sqrt (by norm_num)
  -- sum and product of the two shifted cosines
  have hS : Real.cos (q + 2 * π / 3) + Real.cos (q + 4 * π / 3) = -Real.cos q := by
    rw [h1, h2]; ring
  have hP : Real.cos (q + 2 * π / 3) * Real.cos (q + 4 * π / 3) =
      Real.cos q ^ 2 - 3 / 4 := by
    rw [h1, h2]
    linear_combination (-(Real.sin q ^ 2 / 4)) * h3 - 3 / 4 * Real.sin_sq_add_cos_sq q
  have hR := radius_sq U d t
  rw [Real.cos_three_mul] at hq
  ext E
  -- the secular cubic factorises by the triple-angle identity
  have hfac : E * ((E - U) ^ 2 - d ^ 2) - 4 * t ^ 2 * (E - U) =
      (E - level U d t q) * ((E - level U d t (q + 2 * π / 3)) *
        (E - level U d t (q + 4 * π / 3))) := by
    unfold level
    linear_combination
      ((E - 2 * U / 3 - 2 * radius U d t / 3 * Real.cos q) * (2 * radius U d t / 3) *
        (E - 2 * U / 3)) * hS
      - ((E - 2 * U / 3 - 2 * radius U d t / 3 * Real.cos q) *
        (2 * radius U d t / 3) ^ 2) * hP
      + ((E - 2 * U / 3) / 3) * hR + 2 / 27 * hq
  rw [mem_energies_iff, hfac]
  simp only [mul_eq_zero, sub_eq_zero, Set.mem_insert_iff, Set.mem_singleton_iff]
```

For a $q$ that violates the condition, the list can be wrong: at $U=d=0$, $t=1$, $q=0$ it contains $4/\sqrt3$, but the highest energy is $2$.

## The range $0\le q\le\pi/3$

The range selects which root is the lowest singlet level. Since $\cos(q+4\pi/3)=\cos(2\pi/3-q)$ and

$$0\le q\le \frac{2\pi}{3}-q\le q+\frac{2\pi}{3}\le\pi,$$

the decreasing cosine on $[0,\pi]$ orders the levels. As $R\ge0$, a larger cosine gives an energy at least as high.

```lean
/-- A larger cosine gives an energy at least as high. -/
theorem level_le_level (U d t : ℝ) {a b : ℝ} (h : Real.cos a ≤ Real.cos b) :
    level U d t a ≤ level U d t b := by
  have hR : 0 ≤ radius U d t := Real.sqrt_nonneg _
  have := mul_le_mul_of_nonneg_left h hR
  unfold level
  linarith
```

`IsLeast` says that the number is an energy and that no energy lies below it. The same argument gives the neighbouring result for the highest singlet energy, $2U/3+(2R/3)\cos q$.

```lean
/-- If `R³ cos 3q = U(9d² - 18t² - U²)` and `0 ≤ q ≤ π/3`, the lowest singlet energy belongs to
the angle `q + 2π/3` and the highest to `q`. -/
theorem spectral_edges (U d t q : ℝ) (h0 : 0 ≤ q) (h1 : q ≤ π / 3)
    (hq : radius U d t ^ 3 * Real.cos (3 * q) = U * (9 * d ^ 2 - 18 * t ^ 2 - U ^ 2)) :
    IsLeast (energies U d t) (level U d t (q + 2 * π / 3)) ∧
      IsGreatest (energies U d t) (level U d t q) := by
  have hpi := Real.pi_pos
  -- reflect the third angle into `[0, π]`, where the cosine decreases
  have hc : Real.cos (q + 4 * π / 3) = Real.cos (2 * π / 3 - q) := by
    rw [show q + 4 * π / 3 = 2 * π - (2 * π / 3 - q) by ring, Real.cos_two_pi_sub]
  have hlow : level U d t (q + 2 * π / 3) ≤ level U d t (q + 4 * π / 3) := by
    apply level_le_level
    rw [hc]
    exact Real.cos_le_cos_of_nonneg_of_le_pi (by linarith) (by linarith) (by linarith)
  have hhigh : level U d t (q + 4 * π / 3) ≤ level U d t q := by
    apply level_le_level
    rw [hc]
    exact Real.cos_le_cos_of_nonneg_of_le_pi (by linarith) (by linarith) (by linarith)
  rw [energies_eq U d t q hq]
  refine ⟨⟨by simp, ?_⟩, ⟨by simp, ?_⟩⟩
  · rintro E (rfl | rfl | rfl)
    exacts [hlow.trans hhigh, le_rfl, hlow]
  · rintro E (rfl | rfl | rfl)
    exacts [le_rfl, hlow.trans hhigh, hhigh]
```

Outside the range the labels can change: at $U=0$, $t\ne0$, the angle $q=5\pi/6$ satisfies the cosine condition, but $q+2\pi/3$ then gives the middle level, $0$.

## Nonzero hopping

Hopping lets the electrons move between the sites. By hand, $t\neq0$ enters through $R>0$ and

$$\begin{aligned}R^6-W^2=27\big[&d^2(U^2-d^2)^2+20U^2d^2t^2+4U^2t^4\\&+12d^4t^2+48d^2t^4+64t^6\big]>0,\end{aligned}$$

where the last term is positive.

```lean
/-- For nonzero hopping, `U(9d² - 18t² - U²)` is smaller in magnitude than `R³`. -/
theorem abs_lt_radius_cubed (U d t : ℝ) (ht : t ≠ 0) :
    |U * (9 * d ^ 2 - 18 * t ^ 2 - U ^ 2)| < radius U d t ^ 3 := by
  have hR : 0 ≤ radius U d t := Real.sqrt_nonneg _
  apply abs_lt_of_sq_lt_sq _ (by positivity)
  -- the difference of the squares is a sum of nonnegative terms
  have hpos : 0 < 27 * (d ^ 2 * (U ^ 2 - d ^ 2) ^ 2 + 20 * U ^ 2 * d ^ 2 * t ^ 2
      + 4 * U ^ 2 * t ^ 4 + 12 * d ^ 4 * t ^ 2 + 48 * d ^ 2 * t ^ 4 + 64 * t ^ 6) := by
    positivity
  have hsix : (radius U d t ^ 3) ^ 2 = (U ^ 2 + 3 * d ^ 2 + 12 * t ^ 2) ^ 3 := by
    rw [← radius_sq]; ring
  rw [hsix]
  linarith
```

So $-1<W/R^3<1$, hence $0<3q<\pi$ and $\cos3q=W/R^3$. In the proof, `hl'` and `hu'` are the bounds on $W/R^3$, and `hq0` and `hq1` are the bounds $0<q$ and $q<\pi/3$. The proof then applies `spectral_edges`, and its last lines verify the cosine condition.

```lean
/-- Lowest singlet energy of the asymmetric Hubbard dimer: for nonzero hopping the angle `q` lies
strictly between `0` and `π/3`, and the lowest singlet energy is `2U/3 + (2R/3) cos(q + 2π/3)`. -/
theorem ground_energy (U d t : ℝ) (ht : t ≠ 0) :
    (0 < angle U d t ∧ angle U d t < π / 3) ∧
      IsLeast (energies U d t)
        (2 * U / 3 + 2 * radius U d t / 3 * Real.cos (angle U d t + 2 * π / 3)) := by
  have hR : 0 < radius U d t := Real.sqrt_pos.mpr (by positivity)
  have hR3 : 0 < radius U d t ^ 3 := by positivity
  obtain ⟨hl, hu⟩ := abs_lt.mp (abs_lt_radius_cubed U d t ht)
  -- the argument of the arccosine lies strictly inside `(-1, 1)`
  have hl' : -1 < U * (9 * d ^ 2 - 18 * t ^ 2 - U ^ 2) / radius U d t ^ 3 := by
    rw [lt_div_iff₀ hR3]; linarith
  have hu' : U * (9 * d ^ 2 - 18 * t ^ 2 - U ^ 2) / radius U d t ^ 3 < 1 := by
    rw [div_lt_iff₀ hR3]; linarith
  have hq0 : 0 < angle U d t := div_pos (Real.arccos_pos.mpr hu') (by norm_num)
  have hq1 : angle U d t < π / 3 := by
    have h := lt_of_le_of_ne (Real.arccos_le_pi _)
      (fun h => not_le_of_gt hl' (Real.arccos_eq_pi.mp h))
    unfold angle
    linarith
  have h3 : ∀ x : ℝ, 3 * (x / 3) = x := fun x => by ring
  refine ⟨⟨hq0, hq1⟩, (spectral_edges U d t _ hq0.le hq1.le ?_).1⟩
  rw [angle, h3, Real.cos_arccos hl'.le hu'.le]
  field_simp
```

At $t=d=0$ and $U>0$ the strict bound on the angle fails, since $q=\pi/3$. The energy formula still gives the correct value, $0$.

## The limit $U=0$

Without repulsion $W=0$, so $q=\pi/6$ satisfies the angle condition. With $R=\sqrt3\sqrt{d^2+4t^2}$ and $\cos(5\pi/6)=-\sqrt3/2$, the energy is $-\sqrt{d^2+4t^2}$: two electrons in the lower orbital, each with energy $-\tfrac12\sqrt{d^2+4t^2}$. Here $t=0$ is allowed, because the proof supplies $q$ directly to `spectral_edges`.

```lean
/-- Without repulsion the lowest singlet energy is `-√(d² + 4t²)`. -/
theorem ground_energy_noninteracting (d t : ℝ) :
    IsLeast (energies 0 d t) (-√(d ^ 2 + 4 * t ^ 2)) := by
  have hpi := Real.pi_pos
  have h3 : √3 ^ 2 = (3 : ℝ) := Real.sq_sqrt (by norm_num)
  have hR : radius 0 d t = √3 * √(d ^ 2 + 4 * t ^ 2) := by
    rw [radius, ← Real.sqrt_mul (by norm_num)]
    congr 1
    ring
  -- here the angle is `π/6`
  have h := (spectral_edges 0 d t (π / 6) (by linarith) (by linarith) (by
    rw [show 3 * (π / 6) = π / 2 by ring, Real.cos_pi_div_two]; ring)).1
  have hE : level 0 d t (π / 6 + 2 * π / 3) = -√(d ^ 2 + 4 * t ^ 2) := by
    rw [level, hR, show π / 6 + 2 * π / 3 = π - π / 6 by ring, Real.cos_pi_sub,
      Real.cos_pi_div_six]
    linear_combination (-(√(d ^ 2 + 4 * t ^ 2) / 3)) * h3
  rwa [hE] at h

end

end HubbardDimerTrigonometric
```

```lean
#print axioms HubbardDimerTrigonometric.ground_energy
#print axioms HubbardDimerTrigonometric.ground_energy_noninteracting
```

```
'HubbardDimerTrigonometric.ground_energy' depends on axioms: [propext, Classical.choice, Quot.sound]
'HubbardDimerTrigonometric.ground_energy_noninteracting' depends on axioms: [propext, Classical.choice, Quot.sound]
```
